# With positive triangular diagonals, one unshifted QR step equals two Cholesky LR steps on a real symmetric positive definite matrix

The overlap matrix \(A\) of a finite set of linearly independent real basis functions is symmetric and positive definite. When the functions are normalised, its smallest eigenvalues show how close the basis is to linear dependence. Two simple iterations can be used to find them. Each factors the matrix, multiplies the factors in reverse order and repeats. One uses Cholesky factors, the other an orthogonal and a triangular factor. Both preserve the eigenvalues, since

\[
L^TL=L^{-1}(LL^T)L,\qquad RQ=Q^T(QR)Q .
\]

How are their iterates related, if every triangular factor has a positive diagonal?

## Triangular factors and reversed products

All matrices are real and \(n\times n\), with indices \(0,\dots,n-1\) supplied by `Fin n`.

```lean
import Mathlib

open Matrix

namespace CholeskyLRVersusQR

variable {n : ℕ} {A B C D L M N Q R : Matrix (Fin n) (Fin n) ℝ}
```

`PosLower L` says that \(L_{ij}=0\) for \(i<j\) and \(L_{ii}>0\). The positive diagonal fixes the signs that a factorisation would otherwise leave free.

```lean
/-- A real square matrix is lower triangular with positive diagonal entries. -/
def PosLower (L : Matrix (Fin n) (Fin n) ℝ) : Prop :=
  (∀ i j, i < j → L i j = 0) ∧ ∀ i, 0 < L i i
```

A Cholesky step takes \(A=LL^T\) to \(B=L^TL\). In the name "LR", the right factor is \(L^T\); the letter \(R\) is kept here for the QR factor.

Positive definiteness is not a separate hypothesis. It follows from the factorisation, because \(x^TAx=\lVert L^Tx\rVert^2>0\) for \(x\neq0\) when \(L\) is invertible. The converse, that every symmetric positive definite matrix has such a factor, is the standard Cholesky existence theorem, and it is assumed when the results are applied to an overlap matrix.

```lean
/-- One Cholesky LR step from `A` to `B`: factor `A = L Lᵀ` with `L` lower triangular with
positive diagonal, and multiply the factors in reverse order, `B = Lᵀ L`. -/
def CholeskyStep (A B : Matrix (Fin n) (Fin n) ℝ) : Prop :=
  ∃ L, PosLower L ∧ A = L * Lᵀ ∧ B = Lᵀ * L
```

A QR step takes \(A=QR\) to \(RQ\), with \(Q^TQ=1\). The condition `PosLower Rᵀ` makes \(R\) upper triangular with positive diagonal. No shift is subtracted before factoring.

```lean
/-- One unshifted QR step from `A` to `B`: factor `A = Q R` with `Q` orthogonal and `R` upper
triangular with positive diagonal, and multiply in reverse order, `B = R Q`. -/
def QRStep (A B : Matrix (Fin n) (Fin n) ℝ) : Prop :=
  ∃ Q R, Qᵀ * Q = 1 ∧ PosLower Rᵀ ∧ A = Q * R ∧ B = R * Q
```

## (a) Products of triangular factors

Let \(L\) and \(M\) be lower triangular with positive diagonals. Show that

\[
(LM)_{ij}=0\quad(i<j),\qquad (LM)_{ii}>0 .
\]

**Solution.** Write \((LM)_{ij}=\sum_k L_{ik}M_{kj}\) and take \(i<j\). If \(k>i\), then \(L_{ik}=0\). If \(k\le i\), then \(k<j\) and \(M_{kj}=0\). Every term vanishes.

On the diagonal, \(M_{ki}=0\) for \(k<i\) and \(L_{ik}=0\) for \(k>i\). Only \(k=i\) remains, so \((LM)_{ii}=L_{ii}M_{ii}>0\). The Lean proof makes the same case splits; `Finset.sum_eq_single` isolates the surviving term.

```lean
/-- The product of two lower triangular matrices with positive diagonals is again lower
triangular with positive diagonal. -/
theorem PosLower.mul (hL : PosLower L) (hM : PosLower M) : PosLower (L * M) := by
  constructor
  · intro i j hij
    rw [Matrix.mul_apply]
    apply Finset.sum_eq_zero
    intro k _
    rcases lt_or_ge i k with hk | hk
    · rw [hL.1 i k hk, zero_mul]
    · rw [hM.1 k j (lt_of_le_of_lt hk hij), mul_zero]
  · intro i
    have h : (L * M) i i = L i i * M i i := by
      rw [Matrix.mul_apply]
      apply Finset.sum_eq_single i
      · intro k _ hk
        rcases lt_or_gt_of_ne hk with hk | hk
        · rw [hM.1 k i hk, mul_zero]
        · rw [hL.1 i k hk, zero_mul]
      · intro hi
        exact absurd (Finset.mem_univ i) hi
    rw [h]
    exact mul_pos (hL.2 i) (hM.2 i)
```

## (b) Invertibility

Show that a lower triangular \(L\) with positive diagonal satisfies

\[
\det L\neq 0 .
\]

**Solution.** The determinant of a triangular matrix is the product of its diagonal entries, so \(\det L=\prod_i L_{ii}>0\). For real numbers, `IsUnit L.det` means that the determinant is nonzero.

```lean
/-- A lower triangular matrix with positive diagonal has an invertible determinant. -/
theorem PosLower.isUnit_det (hL : PosLower L) : IsUnit L.det := by
  have h : L.det = ∏ i, L i i :=
    Matrix.det_of_isLowerTriangular L
      (fun i j hij => hL.1 i j (OrderDual.toDual_lt_toDual.mp hij))
  rw [h]
  exact (Finset.prod_pos fun i _ => hL.2 i).ne'.isUnit
```

## (c) Uniqueness of the Cholesky factor

Let \(L\) and \(N\) be lower triangular with positive diagonals. Show that

\[
LL^T=NN^T\quad\Longrightarrow\quad L=N .
\]

**Solution.** Work through the columns in order, and suppose that all columns \(k<j\) agree. The \((i,j)\) entry of the hypothesis is

\[
\sum_k L_{ik}L_{jk}=\sum_k N_{ik}N_{jk}.
\]

Terms with \(k<j\) cancel, and terms with \(k>j\) vanish because \(L_{jk}=N_{jk}=0\). Hence

\[
L_{ij}L_{jj}=N_{ij}N_{jj}.
\]

For \(i=j\) this gives \(L_{jj}^2=N_{jj}^2\), and positivity gives \(L_{jj}=N_{jj}\). Dividing by this number gives \(L_{ij}=N_{ij}\) for every \(i\).

In Lean, `key` is the displayed product identity and `hd` is the equality on the diagonal. The induction is strong, so the first column needs no separate treatment.

```lean
/-- The Cholesky factor is unique: two lower triangular matrices with positive diagonals and
`L Lᵀ = N Nᵀ` are equal. -/
theorem cholesky_unique (hL : PosLower L) (hN : PosLower N) (h : L * Lᵀ = N * Nᵀ) :
    L = N := by
  have col : ∀ j : Fin n, ∀ i, L i j = N i j := by
    intro j
    induction j using WellFoundedLT.induction with
    | _ j ih =>
      -- once the earlier columns agree, only the term of column `j` is left
      have key : ∀ i, L i j * L j j = N i j * N j j := by
        intro i
        have e := congrFun (congrFun h i) j
        simp only [Matrix.mul_apply, Matrix.transpose_apply] at e
        have z : ∑ k, (L i k * L j k - N i k * N j k) = L i j * L j j - N i j * N j j := by
          apply Finset.sum_eq_single j
          · intro k _ hk
            rcases lt_or_gt_of_ne hk with hk | hk
            · rw [ih k hk i, ih k hk j, sub_self]
            · rw [hL.1 j k hk, hN.1 j k hk]
              ring
          · intro hj
            exact absurd (Finset.mem_univ j) hj
        rw [Finset.sum_sub_distrib] at z
        linarith
      -- positivity selects the positive square root on the diagonal
      have hd : L j j = N j j := by
        have hl := hL.2 j
        have hn := hN.2 j
        have hp : (L j j - N j j) * (L j j + N j j) = 0 := by linear_combination key j
        rcases mul_eq_zero.mp hp with h0 | h0 <;> linarith
      intro i
      have hi := key i
      rw [← hd] at hi
      exact mul_right_cancel₀ (hL.2 j).ne' hi
  ext i j
  exact col j i
```

## (d) The triangular QR factor

Let \(A=LL^T\), \(L^TL=MM^T\) and \(A=QR\), with \(Q\) orthogonal and with \(L\), \(M\), \(R^T\) lower triangular with positive diagonals. Show that

\[
R=M^TL^T .
\]

**Solution.** Compute \(A^TA\) from each factorisation:

\[
A^TA=R^TQ^TQR=R^TR,
\]
\[
A^TA=L(L^TL)L^T=LMM^TL^T=(LM)(LM)^T .
\]

By (a), \(LM\) is lower triangular with positive diagonal, and so is \(R^T\) by hypothesis. Part (c) gives \(R^T=LM\), and transposing gives the claim. The `calc` block in Lean links these two expressions for \(A^TA\), and `cholesky_unique` then compares the factors.

```lean
/-- The triangular QR factor of `A` is the transpose of the product `L M` of the two successive
Cholesky factors, `R = Mᵀ Lᵀ`, where `A = L Lᵀ` and `Lᵀ L = M Mᵀ`. All triangular factors have
positive diagonal. -/
theorem qr_factor_eq (hL : PosLower L) (hM : PosLower M) (hA : A = L * Lᵀ)
    (hLM : Lᵀ * L = M * Mᵀ) (hQ : Qᵀ * Q = 1) (hR : PosLower Rᵀ) (hQR : A = Q * R) :
    R = Mᵀ * Lᵀ := by
  -- both sides are Cholesky factorisations of `Aᵀ A`
  have h : Rᵀ * Rᵀᵀ = (L * M) * (L * M)ᵀ := by
    calc Rᵀ * Rᵀᵀ = Rᵀ * (Qᵀ * Q) * R := by
          rw [hQ, Matrix.mul_one, Matrix.transpose_transpose]
      _ = (Q * R)ᵀ * (Q * R) := by
          rw [Matrix.transpose_mul]
          simp only [Matrix.mul_assoc]
      _ = (L * Lᵀ)ᵀ * (L * Lᵀ) := by rw [← hQR, hA]
      _ = L * (Lᵀ * L) * Lᵀ := by
          rw [Matrix.transpose_mul, Matrix.transpose_transpose]
          simp only [Matrix.mul_assoc]
      _ = (L * M) * (L * M)ᵀ := by
          rw [hLM, Matrix.transpose_mul]
          simp only [Matrix.mul_assoc]
  have hT := cholesky_unique hR (hL.mul hM) h
  rw [← Matrix.transpose_transpose R, hT, Matrix.transpose_mul]
```

## (e) One step against two

Under the hypotheses of (d), show that the QR step and the second Cholesky step end at the same matrix:

\[
RQ=M^TM .
\]

**Solution.** Multiply \(RQ\) by \(R\) on the right and use (d):

\[
RQR=RA=M^TL^TLL^T=M^T(MM^T)L^T=M^TM\,R .
\]

By (b), \(R^T\) is invertible, hence so is \(R\), and it cancels. Lean follows the same chain and finishes with `mul_right_cancel`.

```lean
/-- One QR step equals two Cholesky LR steps: if `A = L Lᵀ`, `Lᵀ L = M Mᵀ` and `A = Q R`, with
`Q` orthogonal and `L`, `M`, `Rᵀ` lower triangular with positive diagonals, then `R Q = Mᵀ M`. -/
theorem qr_step_eq_two_cholesky_steps (hL : PosLower L) (hM : PosLower M) (hA : A = L * Lᵀ)
    (hLM : Lᵀ * L = M * Mᵀ) (hQ : Qᵀ * Q = 1) (hR : PosLower Rᵀ) (hQR : A = Q * R) :
    R * Q = Mᵀ * M := by
  have hRf := qr_factor_eq hL hM hA hLM hQ hR hQR
  have hdet : IsUnit R.det := by
    have h := hR.isUnit_det
    rwa [Matrix.det_transpose] at h
  have h : R * Q * R = Mᵀ * M * R := by
    calc R * Q * R = R * (L * Lᵀ) := by rw [Matrix.mul_assoc, ← hQR, hA]
      _ = Mᵀ * (Lᵀ * L) * Lᵀ := by
          rw [hRf]
          simp only [Matrix.mul_assoc]
      _ = Mᵀ * M * R := by
          rw [hLM, hRf]
          simp only [Matrix.mul_assoc]
  -- the invertible factor `R` cancels
  exact ((Matrix.isUnit_iff_isUnit_det R).mpr hdet).mul_right_cancel h
```

## (f) Existence of the QR step

Suppose that Cholesky steps lead from \(A\) to \(B\) and from \(B\) to \(C\). Show that for every matrix \(D\)

\[
A\xrightarrow{\ \mathrm{QR}\ }D\quad\Longleftrightarrow\quad D=C .
\]

**Solution.** The forward direction is (e). For the converse, with \(L\) and \(M\) the two Cholesky factors, put \(X=(M^T)^{-1}\), \(Q=LX\) and \(R=M^TL^T\). Then

\[
Q^TQ=X^TL^TLX=(X^TM)(M^TX)=1,
\]
\[
QR=LXM^TL^T=LL^T=A,
\]
\[
RQ=M^TL^TLX=M^TMM^TX=M^TM=C .
\]

Also \(R^T=LM\) has the required form by (a). The four goals after `refine` are orthogonality, the shape of \(R\), the factorisation and the reversed product.

```lean
/-- If two Cholesky LR steps lead from `A` through `B` to `C`, then a QR step from `A` exists,
and `C` is its only possible result. -/
theorem qrStep_iff (h₁ : CholeskyStep A B) (h₂ : CholeskyStep B C) :
    QRStep A D ↔ D = C := by
  obtain ⟨L, hL, hA, hB⟩ := h₁
  obtain ⟨M, hM, hB', hC⟩ := h₂
  have hLM : Lᵀ * L = M * Mᵀ := hB.symm.trans hB'
  constructor
  · rintro ⟨Q, R, hQ, hR, hQR, hD⟩
    rw [hD, hC]
    exact qr_step_eq_two_cholesky_steps hL hM hA hLM hQ hR hQR
  · intro hD
    have hdet : IsUnit (Mᵀ).det := by
      rw [Matrix.det_transpose]
      exact hM.isUnit_det
    obtain ⟨X, h1, h2⟩ : ∃ X, Mᵀ * X = 1 ∧ X * Mᵀ = 1 :=
      ⟨(Mᵀ)⁻¹, Matrix.mul_nonsing_inv _ hdet, Matrix.nonsing_inv_mul _ hdet⟩
    have h3 : Xᵀ * M = 1 := by
      have h := congrArg Matrix.transpose h1
      rwa [Matrix.transpose_mul, Matrix.transpose_transpose, Matrix.transpose_one] at h
    -- the orthogonal factor is `L (Mᵀ)⁻¹`, the triangular one `Mᵀ Lᵀ`
    refine ⟨L * X, Mᵀ * Lᵀ, ?_, ?_, ?_, ?_⟩
    · calc (L * X)ᵀ * (L * X) = Xᵀ * (Lᵀ * L) * X := by
            rw [Matrix.transpose_mul]
            simp only [Matrix.mul_assoc]
        _ = (Xᵀ * M) * (Mᵀ * X) := by
            rw [hLM]
            simp only [Matrix.mul_assoc]
        _ = 1 := by rw [h3, h1, Matrix.mul_one]
    · rw [Matrix.transpose_mul, Matrix.transpose_transpose, Matrix.transpose_transpose]
      exact hL.mul hM
    · calc A = L * (X * Mᵀ) * Lᵀ := by rw [h2, Matrix.mul_one, hA]
        _ = L * X * (Mᵀ * Lᵀ) := by simp only [Matrix.mul_assoc]
    · calc D = Mᵀ * M * (Mᵀ * X) := by rw [h1, Matrix.mul_one, hD, hC]
        _ = Mᵀ * (M * Mᵀ) * X := by simp only [Matrix.mul_assoc]
        _ = Mᵀ * Lᵀ * (L * X) := by
            rw [← hLM]
            simp only [Matrix.mul_assoc]
```

## (g) Whole iterations

Let \(S_0,S_1,\dots\) be linked by Cholesky steps and \(T_0,T_1,\dots\) by QR steps, with \(T_0=S_0\). Show that for every \(k\)

\[
T_k=S_{2k}.
\]

**Solution.** The case \(k=0\) is the common start. If \(T_k=S_{2k}\), the next QR step starts from \(S_{2k}\), and by (f) its only possible result is \(S_{2k+2}\). The sequences are the functions `S` and `T`, and `hS` and `hT` assume that every step has been carried out.

```lean
/-- Started from the same matrix, the QR iteration after `k` steps agrees with the Cholesky LR
iteration after `2k` steps. -/
theorem qr_iterate_eq_cholesky_iterate (S T : ℕ → Matrix (Fin n) (Fin n) ℝ)
    (hS : ∀ k, CholeskyStep (S k) (S (k + 1))) (hT : ∀ k, QRStep (T k) (T (k + 1)))
    (h0 : T 0 = S 0) (k : ℕ) : T k = S (2 * k) := by
  induction k with
  | zero => exact h0
  | succ k ih =>
    have h := hT k
    rw [ih] at h
    exact (qrStep_iff (hS (2 * k)) (hS (2 * k + 1))).mp h
```

## (h) A two-by-two case in integers

Show that two Cholesky steps act as

\[
\begin{pmatrix}9&12\\12&41\end{pmatrix}\to
\begin{pmatrix}25&20\\20&25\end{pmatrix}\to
\begin{pmatrix}41&12\\12&9\end{pmatrix},
\]

and that one QR step joins the first matrix to the last.

**Solution.** The Cholesky factors are

\[
L=\begin{pmatrix}3&0\\4&5\end{pmatrix},\qquad
M=\begin{pmatrix}5&0\\4&3\end{pmatrix}.
\]

Multiplying out \(LL^T\), \(L^TL=MM^T\) and \(M^TM\) gives the three matrices. The formulas in (f) give

\[
R=\begin{pmatrix}15&40\\0&15\end{pmatrix},\qquad
Q=\frac15\begin{pmatrix}3&-4\\4&3\end{pmatrix},\qquad
RQ=\begin{pmatrix}41&12\\12&9\end{pmatrix}.
\]

All three matrices have trace 50 and determinant 225, hence eigenvalues 45 and 5.

The sign convention matters here. With \(J=\mathrm{diag}(1,-1)\), the factors \(QJ\) and \(JR\) also multiply to \(A\), but their reversed product has off-diagonal entries \(-12\). A nonzero diagonal in \(R\) is therefore not enough.

Lean checks the Cholesky steps entry by entry and obtains the QR step from `qrStep_iff`.

```lean
/-- An explicit instance: two Cholesky LR steps take `[[9,12],[12,41]]` through
`[[25,20],[20,25]]` to `[[41,12],[12,9]]`, and one QR step leads to the same matrix. -/
theorem qr_step_eq_two_cholesky_steps_witness :
    CholeskyStep !![9, 12; 12, 41] !![25, 20; 20, 25] ∧
    CholeskyStep !![25, 20; 20, 25] !![41, 12; 12, 9] ∧
    QRStep !![9, 12; 12, 41] !![41, 12; 12, 9] := by
  have h₁ : CholeskyStep !![9, 12; 12, 41] !![25, 20; 20, 25] := by
    refine ⟨!![3, 0; 4, 5], by simp [PosLower, Fin.forall_fin_two], ?_, ?_⟩ <;>
      ext i j <;> fin_cases i <;> fin_cases j <;>
      norm_num [Matrix.mul_apply, Fin.sum_univ_two, Matrix.transpose_apply]
  have h₂ : CholeskyStep !![25, 20; 20, 25] !![41, 12; 12, 9] := by
    refine ⟨!![5, 0; 4, 3], by simp [PosLower, Fin.forall_fin_two], ?_, ?_⟩ <;>
      ext i j <;> fin_cases i <;> fin_cases j <;>
      norm_num [Matrix.mul_apply, Fin.sum_univ_two, Matrix.transpose_apply]
  exact ⟨h₁, h₂, (qrStep_iff h₁ h₂).mpr rfl⟩

end CholeskyLRVersusQR
```

```lean
#print axioms CholeskyLRVersusQR.qr_step_eq_two_cholesky_steps
#print axioms CholeskyLRVersusQR.qr_iterate_eq_cholesky_iterate
```

```
'CholeskyLRVersusQR.qr_step_eq_two_cholesky_steps' depends on axioms: [propext, Classical.choice, Quot.sound]
'CholeskyLRVersusQR.qr_iterate_eq_cholesky_iterate' depends on axioms: [propext, Classical.choice, Quot.sound]
```

## Hermitian matrices and rounded numbers

The same argument works for complex Hermitian positive definite matrices, such as overlap matrices at a general Bloch wavevector. Replace each transpose by the conjugate transpose, take \(Q\) unitary and keep the triangular diagonals real and positive. The Lean theorems treat only the real case.

For finite real overlap matrices, the identity offers a consistency check between the QR and Cholesky factorisation routines available to an electronic-structure code. A QR routine may return an \(R\) with negative diagonal entries. To match the convention used here, reverse the signs of those rows of \(R\) and of the corresponding columns of \(Q\) before forming \(RQ\). Computed factors also satisfy the factorisation equations only approximately, so the two results should be compared within a tolerance. The theorems also make no statement about convergence or its speed.
